# Error bounds for the light shift of a Lambda system with degenerate ground states

Take one ground state at energy $0$, coupled with real strength $g$ to an excited state at energy $D>0$. The amplitudes $x$ (ground) and $y$ (excited) of a stationary state with energy $E$ obey $gy=Ex$ and $gx+Dy=Ey$. If $|E|$ is small next to $D$, the second equation gives $y\approx-gx/D$, and the first then gives $E\approx-g^2/D$. This is the light shift obtained by adiabatic elimination. The problems below find its exact error when a second ground state is added.

```lean
import Mathlib

open Matrix
open scoped ComplexConjugate

namespace LambdaAdiabaticElimination

noncomputable section
```

The Lambda Hamiltonian $H$ acts on amplitudes $(v_0,v_1,v_2)$: two ground states, then the excited state. It is written in a rotating frame, in the rotating-wave approximation and with $\hbar=1$. The couplings $a,b$ are complex, and their moduli are half the Rabi frequencies. The real detuning $D$ is a transition frequency minus the frequency of the laser that drives it. Equal ground energies in this frame mean two-photon resonance. Decay is left out.

```lean
/-- The Lambda-system Hamiltonian: two degenerate ground states at energy zero, coupled with
amplitudes `a` and `b` to an excited state at energy `D`. -/
def lambdaH (a b : ℂ) (D : ℝ) : Matrix (Fin 3) (Fin 3) ℂ :=
  !![0, 0, a; 0, 0, b; conj a, conj b, (D : ℂ)]
```

Write $S=|a|^2+|b|^2$, which is `couplingSq a b`.

```lean
/-- The total squared coupling `|a|² + |b|²`. -/
def couplingSq (a b : ℂ) : ℝ := ‖a‖ ^ 2 + ‖b‖ ^ 2
```

A level is a real $E$ with a nonzero, not necessarily normalised, eigenvector.

```lean
/-- The real number `E` is an energy level: the Hamiltonian has a nonzero eigenvector with
eigenvalue `E`. -/
def IsLevel (a b : ℂ) (D E : ℝ) : Prop :=
  ∃ v : Fin 3 → ℂ, v ≠ 0 ∧ lambdaH a b D *ᵥ v = (E : ℂ) • v
```

## (a) Real spectrum

**Show that** $H^\dagger=H$.

The coupling entries form conjugate pairs and the diagonal is real. Every eigenvalue is therefore real, so restricting levels to real $E$ loses none. Lean compares all nine entries.

```lean
/-- The Lambda-system Hamiltonian is Hermitian. -/
theorem lambdaH_isHermitian (a b : ℂ) (D : ℝ) : (lambdaH a b D).IsHermitian := by
  apply Matrix.IsHermitian.ext
  intro i j
  fin_cases i <;> fin_cases j <;> simp [lambdaH]
```

## (b) The equations for the amplitudes

**Show that** $Hv=Ev$ is equivalent to
$$av_2=Ev_0,\qquad bv_2=Ev_1,\qquad \bar a v_0+\bar b v_1+Dv_2=Ev_2.$$

Multiply out the three rows. In Lean, `key` computes $Hv$, and the two vectors are then compared entry by entry.

```lean
/-- The stationary Schrödinger equation of the Lambda system, written in amplitudes. -/
theorem eigen_iff (a b : ℂ) (D E : ℝ) (v : Fin 3 → ℂ) :
    lambdaH a b D *ᵥ v = (E : ℂ) • v ↔
      a * v 2 = E * v 0 ∧ b * v 2 = E * v 1 ∧
        conj a * v 0 + conj b * v 1 + D * v 2 = E * v 2 := by
  have key : lambdaH a b D *ᵥ v =
      ![a * v 2, b * v 2, conj a * v 0 + conj b * v 1 + D * v 2] := by
    ext i
    fin_cases i <;> simp [lambdaH, Matrix.mulVec, dotProduct, Fin.sum_univ_three]
  rw [key]
  constructor
  · intro h
    exact ⟨congrFun h 0, congrFun h 1, congrFun h 2⟩
  · rintro ⟨h0, h1, h2⟩
    funext i
    fin_cases i
    exacts [h0, h1, h2]
```

## (c) A state that the light does not excite

**Find** $v\ne0$ with $v_2=0$ and $Hv=0$, for any couplings.

With $E=v_2=0$, only $\bar a v_0+\bar b v_1=0$ remains. The vector $(\bar b,-\bar a,0)$ solves it, since the two excitation paths cancel; its normalised form is $(\bar b,-\bar a,0)/\sqrt S$. If $a=b=0$ this vector vanishes, and $(1,0,0)$ serves instead. The Lean proof makes the same case split.

```lean
/-- There is a dark state: a nonzero vector without excited-state amplitude that the
Hamiltonian annihilates. -/
theorem exists_dark_state (a b : ℂ) (D : ℝ) :
    ∃ v : Fin 3 → ℂ, v ≠ 0 ∧ v 2 = 0 ∧ lambdaH a b D *ᵥ v = 0 := by
  have key : ∀ v : Fin 3 → ℂ, v 2 = 0 → conj a * v 0 + conj b * v 1 = 0 →
      lambdaH a b D *ᵥ v = 0 := by
    intro v hz hd
    have h := (eigen_iff a b D 0 v).2 ⟨by simp [hz], by simp [hz], by simp [hz, hd]⟩
    rw [Complex.ofReal_zero, zero_smul] at h
    exact h
  by_cases hab : a = 0 ∧ b = 0
  · refine ⟨![1, 0, 0], ?_, rfl, key _ rfl (by simp [hab.1])⟩
    intro h
    have h0 : (1 : ℂ) = 0 := congrFun h 0
    exact one_ne_zero h0
  · -- the two excitation paths interfere destructively
    refine ⟨![conj b, -conj a, 0], ?_, rfl, key _ rfl ?_⟩
    · intro h
      have h0 : conj b = 0 := congrFun h 0
      have h1 : -conj a = 0 := congrFun h 1
      exact hab ⟨by simpa using h1, by simpa using h0⟩
    · show conj a * conj b + conj b * -conj a = 0
      ring
```

## (d) The shape of the other eigenvectors

**Show that** an eigenvector with $E\neq0$ satisfies
$$v=\frac{v_2}{E}\,(a,b,E).$$

Divide the first two equations of (b) by $E$; the third component is an identity. Each nonzero level is thus nondegenerate, with normalised eigenvector $(a,b,E)/\sqrt{S+E^2}$ up to a phase.

```lean
/-- An eigenvector with nonzero energy `E` is a multiple of `(a, b, E)`. -/
theorem eigenvector_unique (a b : ℂ) (D E : ℝ) (hE : E ≠ 0) (v : Fin 3 → ℂ)
    (h : lambdaH a b D *ᵥ v = (E : ℂ) • v) :
    v = (v 2 / (E : ℂ)) • ![a, b, (E : ℂ)] := by
  have hEc : (E : ℂ) ≠ 0 := by exact_mod_cast hE
  obtain ⟨h0, h1, -⟩ := (eigen_iff a b D E v).1 h
  funext i
  fin_cases i
  · show v 0 = v 2 / (E : ℂ) * a
    rw [div_mul_eq_mul_div, eq_div_iff hEc]
    linear_combination -h0
  · show v 1 = v 2 / (E : ℂ) * b
    rw [div_mul_eq_mul_div, eq_div_iff hEc]
    linear_combination -h1
  · exact (div_mul_cancel₀ _ hEc).symm
```

## (e) Eliminating the ground amplitudes

**Show that** $E$ is a level exactly when
$$E=0\quad\text{or}\quad E^2=DE+S.$$

Part (c) covers $E=0$. For $E\ne0$, part (d) forces $v_2\neq0$. Multiply the third equation of (b) by $E$ and insert the first two:
$$(|a|^2+|b|^2)v_2+DEv_2=E^2v_2.$$
Cancel $v_2$. Conversely, if the quadratic holds, $(a,b,E)$ satisfies all three equations. In Lean, `linear_combination` performs the elimination over the complex numbers, and `exact_mod_cast` returns the result to the reals.

```lean
/-- The energy levels are zero and the roots of `E² = D E + |a|² + |b|²`. -/
theorem isLevel_iff (a b : ℂ) (D E : ℝ) :
    IsLevel a b D E ↔ E = 0 ∨ E ^ 2 = D * E + couplingSq a b := by
  have hS : (couplingSq a b : ℂ) = a * conj a + b * conj b := by
    simp only [couplingSq, Complex.mul_conj, Complex.normSq_eq_norm_sq, Complex.ofReal_add]
  by_cases hE : E = 0
  · subst hE
    obtain ⟨v, hv, -, h⟩ := exists_dark_state a b D
    exact ⟨fun _ => Or.inl rfl, fun _ => ⟨v, hv, by rw [h, Complex.ofReal_zero, zero_smul]⟩⟩
  have hEc : (E : ℂ) ≠ 0 := by exact_mod_cast hE
  constructor
  · rintro ⟨v, hv, h⟩
    right
    have h2 : v 2 ≠ 0 := by
      intro hz
      apply hv
      rw [eigenvector_unique a b D E hE v h, hz, zero_div, zero_smul]
    obtain ⟨e0, e1, e2⟩ := (eigen_iff a b D E v).1 h
    -- eliminate the ground-state amplitudes
    have key : ((E : ℂ) ^ 2 - D * E - couplingSq a b) * v 2 = 0 := by
      rw [hS]
      linear_combination -(E : ℂ) * e2 - conj a * e0 - conj b * e1
    have hz := (mul_eq_zero.mp key).resolve_right h2
    have hc : (E : ℂ) ^ 2 = D * E + couplingSq a b := by linear_combination hz
    exact_mod_cast hc
  · intro h
    have hq := h.resolve_left hE
    have hc : (E : ℂ) ^ 2 = D * E + couplingSq a b := by exact_mod_cast hq
    rw [hS] at hc
    refine ⟨![a, b, (E : ℂ)], fun h0 => hEc (congrFun h0 2), ?_⟩
    refine (eigen_iff a b D E _).2 ⟨mul_comm _ _, mul_comm _ _, ?_⟩
    show conj a * a + conj b * b + (D : ℂ) * E = E * E
    linear_combination -hc
```

## (f) The negative level

**Show that**, for $S>0$ and any real $D$, the only negative level is
$$E=\tfrac12\left(D-\sqrt{D^2+4S}\right).$$

Let $s=\sqrt{D^2+4S}$, so $s>|D|$. The quadratic is equivalent to
$$(2E-D-s)(2E-D+s)=0.$$
The root $(D+s)/2$ is positive and $(D-s)/2$ is negative. Lean keeps only $s^2=D^2+4S$, $D<s$ and $-D<s$, and factorises in the same way.

```lean
/-- For nonvanishing coupling, the only negative level is `(D - √(D² + 4(|a|² + |b|²))) / 2`. -/
theorem negative_level_iff (a b : ℂ) (D E : ℝ) (hS : 0 < couplingSq a b) :
    (E < 0 ∧ IsLevel a b D E) ↔ E = (D - √(D ^ 2 + 4 * couplingSq a b)) / 2 := by
  have hs : √(D ^ 2 + 4 * couplingSq a b) ^ 2 = D ^ 2 + 4 * couplingSq a b :=
    Real.sq_sqrt (by positivity)
  have h1 : D < √(D ^ 2 + 4 * couplingSq a b) := Real.lt_sqrt_of_sq_lt (by linarith)
  have h2 : -D < √(D ^ 2 + 4 * couplingSq a b) :=
    Real.lt_sqrt_of_sq_lt (by rw [neg_sq]; linarith)
  generalize √(D ^ 2 + 4 * couplingSq a b) = s at hs h1 h2 ⊢
  rw [isLevel_iff]
  constructor
  · rintro ⟨hE, h⟩
    have hq := h.resolve_left hE.ne
    have hf : (2 * E - D - s) * (2 * E - D + s) = 0 := by linear_combination 4 * hq - hs
    rcases mul_eq_zero.mp hf with h | h <;> linarith
  · intro h
    subst h
    exact ⟨by linarith, Or.inr (by linear_combination hs / 4)⟩
```

## (g) The error of the light shift

**Show that**, for $D>0$ and a negative level $E$,
$$E+\frac SD=\frac{E^2}{D}>0,\qquad \frac{S^2}{D^3}-\frac{2S^3}{D^5}\le E+\frac SD\le\frac{S^2}{D^3}.$$

Write the quadratic of (e) as $E(E-D)=S$. Neglecting $E$ next to $D$, as in the introduction, gives the light shift $E\approx-S/D$, so its error is $E+S/D$. Dividing the exact quadratic by $D$ gives the equality, and $E\ne0$ gives positivity. Hence $-S/D<E<0$, so $E^2\le S^2/D^2$, which yields the upper bound. Using that bound once more,
$$\frac{S^2}{D^2}-E^2=\left(\frac SD-E\right)\left(\frac SD+E\right)\le\frac{2S}{D}\cdot\frac{S^2}{D^3}.$$
Dividing by $D$ gives the lower bound; this product estimate is `hm` in Lean. The leading error for small $S/D^2$ is therefore $S^2/D^3$.

For $a=b=2$ and $D=7$, $S=8$ and $E^2=7E+8$ has the negative root $-1$. The light shift is $-8/7$, so the error is $1/7\approx0.143$, between the bounds $0.126$ and $0.187$.

```lean
/-- For positive detuning, the error of the light shift `-(|a|² + |b|²)/D` at a negative level
`E` equals `E²/D`; it is positive, at most `S²/D³` and at least `S²/D³ - 2S³/D⁵`, where
`S = |a|² + |b|²`. -/
theorem light_shift_error (a b : ℂ) (D E : ℝ) (hD : 0 < D) (hE : E < 0)
    (h : IsLevel a b D E) :
    E + couplingSq a b / D = E ^ 2 / D ∧ 0 < E + couplingSq a b / D ∧
      E + couplingSq a b / D ≤ couplingSq a b ^ 2 / D ^ 3 ∧
      couplingSq a b ^ 2 / D ^ 3 - 2 * couplingSq a b ^ 3 / D ^ 5 ≤
        E + couplingSq a b / D := by
  have hq := ((isLevel_iff a b D E).1 h).resolve_left hE.ne
  generalize couplingSq a b = S at hq ⊢
  have he : E + S / D = E ^ 2 / D := by
    rw [hq, add_div, mul_div_cancel_left₀ _ hD.ne']
  have hpos : 0 < E + S / D := by
    rw [he]
    exact div_pos (pow_pos_of_neg_sq hE) hD
  have hsq : E ^ 2 ≤ (S / D) ^ 2 := by nlinarith
  have hup : E + S / D ≤ (S / D) ^ 2 / D := by
    rw [he]
    exact (div_le_div_iff_of_pos_right hD).2 hsq
  refine ⟨he, hpos, ?_, ?_⟩
  · calc E + S / D ≤ (S / D) ^ 2 / D := hup
      _ = S ^ 2 / D ^ 3 := by field_simp
  · -- insert the upper bound once more into the exact error
    have hm : (S / D - E) * (E + S / D) ≤ (2 * (S / D)) * ((S / D) ^ 2 / D) :=
      mul_le_mul (by linarith) hup hpos.le (by linarith)
    have hl : (S / D) ^ 2 - 2 * (S / D) * ((S / D) ^ 2 / D) ≤ E ^ 2 := by nlinarith
    calc S ^ 2 / D ^ 3 - 2 * S ^ 3 / D ^ 5
        = ((S / D) ^ 2 - 2 * (S / D) * ((S / D) ^ 2 / D)) / D := by field_simp
      _ ≤ E ^ 2 / D := (div_le_div_iff_of_pos_right hD).2 hl
      _ = E + S / D := he.symm
where
  pow_pos_of_neg_sq {x : ℝ} (hx : x < 0) : 0 < x ^ 2 := by nlinarith
```

## (h) The two lower levels and the bound together

**Show that**, for $D>0$ and $S>0$, zero is a level and there is exactly one negative level $E$, with
$$0<E+\frac SD\le\frac{S^2}{D^3}.$$

Part (e) gives the zero level, (f) existence and uniqueness, and (g) the bounds. Lean expresses uniqueness by requiring every negative level `E'` to equal `E`.

For this lossless three-level model, the bound is an upper limit on the energy error made by replacing the exact negative level by the light shift. It concerns a stationary energy, not the accuracy of an eliminated time evolution.

```lean
/-- For positive detuning and nonvanishing coupling, zero is a level and there is exactly one
negative level `E`, which satisfies `0 < E + S/D ≤ S²/D³` with `S = |a|² + |b|²`. -/
theorem adiabatic_elimination (a b : ℂ) (D : ℝ) (hD : 0 < D) (hS : 0 < couplingSq a b) :
    IsLevel a b D 0 ∧ ∃ E : ℝ, (E < 0 ∧ IsLevel a b D E) ∧
      (∀ E' : ℝ, E' < 0 → IsLevel a b D E' → E' = E) ∧
      0 < E + couplingSq a b / D ∧
      E + couplingSq a b / D ≤ couplingSq a b ^ 2 / D ^ 3 := by
  refine ⟨(isLevel_iff a b D 0).2 (Or.inl rfl), _, (negative_level_iff a b D _ hS).2 rfl,
    fun E' h1 h2 => (negative_level_iff a b D E' hS).1 ⟨h1, h2⟩, ?_⟩
  obtain ⟨hn, hl⟩ := (negative_level_iff a b D _ hS).2 rfl
  obtain ⟨-, h1, h2, -⟩ := light_shift_error a b D _ hD hn hl
  exact ⟨h1, h2⟩

end

end LambdaAdiabaticElimination
```

```lean
#print axioms LambdaAdiabaticElimination.lambdaH_isHermitian
#print axioms LambdaAdiabaticElimination.light_shift_error
#print axioms LambdaAdiabaticElimination.adiabatic_elimination
```

```
'LambdaAdiabaticElimination.lambdaH_isHermitian' depends on axioms: [propext, Classical.choice, Quot.sound]
'LambdaAdiabaticElimination.light_shift_error' depends on axioms: [propext, Classical.choice, Quot.sound]
'LambdaAdiabaticElimination.adiabatic_elimination' depends on axioms: [propext, Classical.choice, Quot.sound]
```
